# An ordered product of operators depends only on which operators in the list are selected

Take a finite list of labels `L`, an operator `g i` for each label, and a finite set `S` that selects some of the labels; `orderedProd g L S` multiplies the selected operators in the order of the list. The lemma `orderedProd_congr` says that if `S` and `T` contain the same entries of `L`, they give the same product, whatever labels they contain outside the list. The operators are arbitrary elements of a ring, and no commutation or anticommutation relation is assumed. The attempt unfolds the definition and tries to rewrite the list filtered by `S` into the list filtered by `T`, using `List.filter_congr`.

The failing Lean file:

```lean
import Mathlib

open Finset

namespace CARNormalOrdering

variable {K A ι : Type*} [Field K] [Ring A] [Algebra K A] [DecidableEq ι] {M : ℕ}

/-- The product of the operators `g i` over those entries `i` of the list `L` that lie in `S`, in
the order of the list. -/
def orderedProd (g : ι → A) (L : List ι) (S : Finset ι) : A :=
  ((L.filter (fun i => i ∈ S)).map g).prod

/-- An ordered product depends only on which operators of the list are selected. -/
theorem orderedProd_congr (g : ι → A) {L : List ι} {S T : Finset ι}
    (h : ∀ i ∈ L, (i ∈ S ↔ i ∈ T)) : orderedProd g L S = orderedProd g L T := by
  unfold orderedProd
  rw [List.filter_congr (fun i hi => by simp [h i hi])]

end CARNormalOrdering
```

Messages:

```
Main.lean:18:37: error: unsolved goals
A : Type u_2
ι : Type u_3
inst✝¹ : Ring A
inst✝ : DecidableEq ι
g : ι → A
L : List ι
S T : Finset ι
h : ∀ i ∈ L, i ∈ S ↔ i ∈ T
i : ι
hi : i ∈ L
⊢ decide (i ∈ T) = ?m.26 i
```

Cause. The error is in the `by simp` inside the `rw`. `List.filter_congr` says that two filters of a list agree if their tests agree on every entry. Here the first test was known, from the filter by `S` in the goal, but nothing said what the second should be. `rw` looks for the left side of an equation in the goal and does not use the goal's right side to fill in the equation's own right side.

So `simp` used `h i hi` to turn `i ∈ S` into `i ∈ T`, and was left with `decide (i ∈ T) = ?m.26 i`, where `?m.26` is the unknown second test. `simp` did not fill it in, though membership in `T` would have served.

The repair states the equation between the two filtered lists first, as `e`. Both tests are then fixed before `simp` runs, and `h i hi` is enough to show that they agree. `rw [e]` then makes the two sides of the goal identical, and `rw` closes it by reflexivity.

The change, after which it compiles:

```diff
@@ -16,5 +16,7 @@
     (h : ∀ i ∈ L, (i ∈ S ↔ i ∈ T)) : orderedProd g L S = orderedProd g L T := by
   unfold orderedProd
-  rw [List.filter_congr (fun i hi => by simp [h i hi])]
+  have e : L.filter (fun i => i ∈ S) = L.filter (fun i => i ∈ T) :=
+    List.filter_congr (fun i hi => by simp [h i hi])
+  rw [e]
 
 end CARNormalOrdering
```
